# Point groups without the inversion are isomorphic to rotation groups through \(R\mapsto\det(R)\,R\)

To apply a mirror or an improper rotation \(R\) to a shell of spatial orbitals with angular momentum \(l\), a program can form \(Q=\det(R)\,R\), which is a proper rotation, take the rotation matrix \(D^{l}(Q)\) of the shell, and multiply it by \((-1)^l\) if \(\det R=-1\). The matrices obtained in this way multiply as the operations do, because the \(Q\) belonging to a product \(AB\) is the product of the \(Q\)'s belonging to \(A\) and \(B\), and the determinants, which fix the signs, multiply as well.

The development below proves this product rule, finds which operations the map \(R\mapsto\det(R)\,R\) identifies, and applies it to \(C_{nv}\) and \(T_d\). All operations are real \(3\times3\) matrices, so they fix the origin; translations and spin are not included.

In Lean 4 with Mathlib:

```lean
import Mathlib

open Matrix

namespace ProperRotationPart

noncomputable section

local notation "M3" => Matrix (Fin 3) (Fin 3) ℝ
```

## From O(3) to SO(3)

An element `R` of `O3` is a matrix, written `R.1`, together with a proof that it is orthogonal.

```lean
/-- The group O(3) of real orthogonal 3×3 matrices. -/
abbrev O3 : Type := ↥(Matrix.orthogonalGroup (Fin 3) ℝ)
```

Taking determinants in \(RR^{T}=1\), and using \(\det R^{T}=\det R\), gives \((\det R)^2=1\). Hence \(\det R=\pm1\). Mathlib treats the orthogonal group as the unitary group over the reals, where the adjoint is the transpose.

```lean
/-- The determinant of an orthogonal matrix squares to one. -/
theorem det_mul_self (R : O3) : R.1.det * R.1.det = 1 := by
  have h := congrArg Matrix.det (Matrix.mem_unitaryGroup_iff.mp R.2)
  rwa [Matrix.det_mul, Matrix.star_eq_conjTranspose, Matrix.det_conjTranspose,
    star_trivial, Matrix.det_one] at h
```

The proper rotations are the orthogonal matrices with determinant one. They form a subgroup: determinants multiply, and \(\det(a)\det(a^{-1})=1\) forces \(\det(a^{-1})=1\) when \(\det a=1\).

```lean
/-- The subgroup SO(3) of proper rotations: orthogonal matrices of determinant one. -/
def SO3 : Subgroup O3 where
  carrier := {R | R.1.det = 1}
  mul_mem' := by
    intro a b ha hb
    change a.1.det = 1 at ha
    change b.1.det = 1 at hb
    change (a.1 * b.1).det = 1
    rw [Matrix.det_mul, ha, hb, one_mul]
  one_mem' := Matrix.det_one
  inv_mem' := by
    intro a ha
    change a.1.det = 1 at ha
    have h : a.1 * (a⁻¹).1 = 1 := congrArg Subtype.val (mul_inv_cancel a)
    have h2 := congrArg Matrix.det h
    rw [Matrix.det_mul, ha, one_mul, Matrix.det_one] at h2
    exact h2
```

Write \(d=\det R\). The matrix \(dR\) is orthogonal, since \((dR)(dR)^{T}=d^2RR^{T}=1\). In three dimensions its determinant is \(d^3\cdot d=d^4=1\), so it is a proper rotation. For two orthogonal matrices,

\[
\det(AB)\,AB=(\det A\,A)(\det B\,B),
\]

because the determinants are numbers and can be moved past the matrices. The type `O3 →* SO3` records that the map is a homomorphism. The three proof obligations are that \(dR\) lies in SO(3), that the identity goes to the identity, and the product rule just displayed.

```lean
/-- The homomorphism R ↦ det(R) R from O(3) to SO(3). -/
def toRotation : O3 →* SO3 where
  toFun R := ⟨⟨R.1.det • R.1, Matrix.mem_unitaryGroup_iff.mpr (by
      rw [star_smul, star_trivial, Matrix.smul_mul, Matrix.mul_smul, smul_smul,
        det_mul_self, one_smul]
      exact Matrix.mem_unitaryGroup_iff.mp R.2)⟩, by
    change (R.1.det • R.1).det = 1
    rw [Matrix.det_smul, Fintype.card_fin]
    linear_combination (R.1.det ^ 2 + 1) * det_mul_self R⟩
  map_one' := by
    apply Subtype.ext
    apply Subtype.ext
    change (1 : M3).det • (1 : M3) = 1
    rw [Matrix.det_one, one_smul]
  map_mul' A B := by
    apply Subtype.ext
    apply Subtype.ext
    change (A.1 * B.1).det • (A.1 * B.1) = (A.1.det • A.1) * (B.1.det • B.1)
    rw [Matrix.det_mul, Matrix.smul_mul, Matrix.mul_smul, smul_smul]
```

## Only the inversion is lost

The inversion sends every \(v\) to \(-v\).

```lean
/-- The inversion through the origin, with matrix −1. -/
def inversion : O3 := ⟨-1, Matrix.mem_unitaryGroup_iff.mpr (by simp)⟩
```

Suppose \(\det(R)\,R=1\). If \(\det R=1\), then \(R=1\); if \(\det R=-1\), then \(-R=1\), so \(R\) is the inversion. Conversely, \(\det(-1)=(-1)^3=-1\), so the inversion is sent to \((-1)(-1)=1\). The kernel is therefore \(\{1,-1\}\), and the case split in the proof is the one on the sign of the determinant.

```lean
/-- The kernel of R ↦ det(R) R consists of the identity and the inversion. -/
theorem mem_ker_iff (R : O3) : R ∈ toRotation.ker ↔ R = 1 ∨ R = inversion := by
  rw [MonoidHom.mem_ker]
  constructor
  · intro h
    have h1 : R.1.det • R.1 = 1 := congrArg (fun Q : SO3 => Q.1.1) h
    rcases mul_self_eq_one_iff.mp (det_mul_self R) with d | d
    · rw [d, one_smul] at h1
      exact Or.inl (Subtype.ext h1)
    · rw [d, neg_smul, one_smul] at h1
      exact Or.inr (Subtype.ext (neg_eq_iff_eq_neg.mp h1))
  · rintro (rfl | rfl)
    · exact map_one _
    · apply Subtype.ext
      apply Subtype.ext
      change (-1 : M3).det • (-1 : M3) = 1
      have d : (-1 : M3).det = -1 := by
        rw [Matrix.det_neg, Matrix.det_one, Fintype.card_fin]
        norm_num
      rw [d, neg_smul, one_smul, neg_neg]
```

If \(Q\) is already a proper rotation, then \(\det(Q)\,Q=Q\). Every element of SO(3) is thus its own image, and the map is onto.

```lean
/-- A proper rotation is its own image under R ↦ det(R) R. -/
theorem toRotation_of_rotation (Q : SO3) : toRotation Q.1 = Q := by
  apply Subtype.ext
  apply Subtype.ext
  change Q.1.1.det • Q.1.1 = Q.1.1
  have d : Q.1.1.det = 1 := Q.2
  rw [d, one_smul]
```

Now restrict the map to a subgroup \(G\) of O(3). If \(G\) contains the inversion, then \(1\) and \(-1\) are different elements with the same image; the proof tells them apart by their upper left entries. If \(G\) does not contain it, let \(a,b\in G\) have the same image. Then \(a^{-1}b\) lies in the kernel and in \(G\), so it is \(1\), and \(a=b\).

```lean
/-- The map R ↦ det(R) R is injective on a subgroup of O(3) exactly when the subgroup
does not contain the inversion. -/
theorem injOn_iff (G : Subgroup O3) :
    Set.InjOn toRotation (G : Set O3) ↔ inversion ∉ G := by
  constructor
  · intro h hi
    have hk : toRotation inversion = toRotation 1 := by
      rw [map_one]
      exact (mem_ker_iff inversion).mpr (Or.inr rfl)
    have h1 := congrArg (fun R : O3 => R.1 0 0) (h hi G.one_mem hk)
    change -((1 : M3) 0 0) = (1 : M3) 0 0 at h1
    rw [Matrix.one_apply_eq] at h1
    norm_num at h1
  · intro hi a ha b hb hab
    have k : a⁻¹ * b ∈ toRotation.ker := by
      rw [MonoidHom.mem_ker, map_mul, map_inv, hab, inv_mul_cancel]
    rcases (mem_ker_iff _).mp k with h | h
    · exact inv_mul_eq_one.mp h
    · exact absurd (h ▸ G.mul_mem (G.inv_mem ha) hb) hi
```

An injective homomorphism is an isomorphism onto its image. In the next statement `G.map toRotation` is that image, a subgroup of SO(3), and the clause after the comma says that the isomorphism `e` is the map \(R\mapsto\det(R)\,R\) itself. For a group that contains the inversion this particular map fails, although another isomorphism may exist: \(C_i=\{1,-1\}\) is isomorphic to \(C_2\).

```lean
/-- A subgroup of O(3) without the inversion is isomorphic to a group of proper rotations,
through R ↦ det(R) R. -/
theorem equiv_image (G : Subgroup O3) (hG : inversion ∉ G) :
    ∃ e : G ≃* G.map toRotation, ∀ g : G, (e g : SO3) = toRotation g :=
  ⟨MulEquiv.ofBijective (toRotation.subgroupMap G)
    ⟨fun a b h => Subtype.ext ((injOn_iff G).mpr hG a.2 b.2 (congrArg Subtype.val h)),
      toRotation.subgroupMap_surjective G⟩, fun _ => rfl⟩
```

## Figures and the groups \(C_{nv}\)

A point group is represented as the symmetry group of a set \(S\) of points: \(R\) belongs to it if, for every \(v\), \(Rv\in S\) exactly when \(v\in S\). The points carry no labels, so different atomic species must be told apart by their positions. Closure under products follows by applying the condition twice, and closure under inverses by applying it to \(a^{-1}v\).

```lean
/-- The point group of a figure S: the orthogonal matrices that map S onto itself. -/
def symmetryGroup (S : Set (Fin 3 → ℝ)) : Subgroup O3 where
  carrier := {R | ∀ v, R.1 *ᵥ v ∈ S ↔ v ∈ S}
  mul_mem' := by
    intro a b ha hb v
    change (a.1 * b.1) *ᵥ v ∈ S ↔ v ∈ S
    rw [← Matrix.mulVec_mulVec]
    exact (ha _).trans (hb v)
  one_mem' := by
    intro v
    change (1 : M3) *ᵥ v ∈ S ↔ v ∈ S
    rw [Matrix.one_mulVec]
  inv_mem' := by
    intro a ha v
    have h1 : a.1 * (a⁻¹).1 = 1 := congrArg Subtype.val (mul_inv_cancel a)
    have h := ha ((a⁻¹).1 *ᵥ v)
    rw [Matrix.mulVec_mulVec, h1, Matrix.one_mulVec] at h
    exact h.symm
```

If \(v\in S\) but \(-v\notin S\), the inversion does not preserve \(S\). One such point is enough.

```lean
/-- If a figure contains a point v but not −v, the inversion is not in its point group. -/
theorem inversion_notMem {S : Set (Fin 3 → ℝ)} {v : Fin 3 → ℝ} (hv : v ∈ S)
    (hn : -v ∉ S) : inversion ∉ symmetryGroup S := by
  intro h
  have h1 := (h v).mpr hv
  change (-1 : M3) *ᵥ v ∈ S at h1
  rw [Matrix.neg_mulVec, Matrix.one_mulVec] at h1
  exact hn h1
```

For \(C_{nv}\) the figure is a pyramid with apex \((0,0,2)\) and \(n\) equally spaced base points on the unit circle in the plane \(z=0\). The apex is farther from the origin than the base points, so no symmetry can exchange it with one of them. For \(n=1\) the group is \(C_s\). The definition also admits \(n=0\), where only the apex remains and the group is \(C_{\infty v}\).

```lean
/-- The group Cnv, for n ≥ 1, as the point group of a pyramid: an apex on the z axis and
n equally spaced points on the unit circle of the xy plane. -/
def Cnv (n : ℕ) : Subgroup O3 :=
  symmetryGroup ({![0, 0, 2]} ∪ Set.range (fun k : Fin n =>
    ![Real.cos (2 * Real.pi * k / n), Real.sin (2 * Real.pi * k / n), 0]))
```

The inverted apex \((0,0,-2)\) is neither the apex nor a base point, as the \(z\) components show. Hence \(C_{nv}\) does not contain the inversion, and the isomorphism follows for every \(n\). The theorem leaves the image unnamed. It can be recognised as \(D_n\) for \(n\geq1\), since the map turns each vertical mirror into a half turn about the normal of the mirror plane.

```lean
/-- Cnv is isomorphic to a group of proper rotations, through R ↦ det(R) R. -/
theorem Cnv_equiv_rotations (n : ℕ) :
    ∃ e : Cnv n ≃* (Cnv n).map toRotation, ∀ g : Cnv n, (e g : SO3) = toRotation g := by
  refine equiv_image _ (inversion_notMem (v := ![0, 0, 2]) (Or.inl rfl) ?_)
  rintro (h | ⟨k, h⟩)
  · have h2 := congrFun (Set.mem_singleton_iff.mp h) 2
    change -(2 : ℝ) = 2 at h2
    norm_num at h2
  · have h2 := congrFun h 2
    change (0 : ℝ) = -2 at h2
    norm_num at h2
```

## \(T_d\) and the rotations of the cube

For \(T_d\) the image is identified completely. Start from the cube with vertices \((\pm1,\pm1,\pm1)\).

```lean
/-- The eight vertices (±1, ±1, ±1) of a cube. -/
def cube : Set (Fin 3 → ℝ) := {v | ∀ i, v i = 1 ∨ v i = -1}
```

The vertices with \(xyz=1\) form a regular tetrahedron \(T\), like the hydrogen positions in methane with carbon at the origin.

```lean
/-- The four alternate cube vertices with xyz = 1, which form a regular tetrahedron. -/
def tetrahedron : Set (Fin 3 → ℝ) := {v | v ∈ cube ∧ v 0 * v 1 * v 2 = 1}
```

Every cube vertex has \(xyz=\pm1\), and \(v\mapsto-v\) reverses this sign. The cube is therefore \(T\cup(-T)\).

```lean
/-- The cube is the union of the tetrahedron and its inverted copy. -/
theorem mem_cube_iff (v : Fin 3 → ℝ) :
    v ∈ cube ↔ v ∈ tetrahedron ∨ -v ∈ tetrahedron := by
  constructor
  · intro hv
    have hp : v 0 * v 1 * v 2 = 1 ∨ v 0 * v 1 * v 2 = -1 := by
      rcases hv 0 with a | a <;> rcases hv 1 with b | b <;> rcases hv 2 with c | c <;>
        rw [a, b, c] <;> norm_num
    rcases hp with h | h
    · exact Or.inl ⟨hv, h⟩
    · refine Or.inr ⟨fun i => ?_, ?_⟩
      · rcases hv i with h | h <;> simp [h]
      · change -v 0 * -v 1 * -v 2 = 1
        linear_combination -h
  · rintro (h | h)
    · exact h.1
    · intro i
      have hi : -v i = 1 ∨ -v i = -1 := h.1 i
      rcases hi with h | h
      · right; linarith
      · left; linarith
```

Scalar products tell the two tetrahedra apart. For \(v\in T\) the third component is \(v_2=v_0v_1\), with components numbered from 0 as in the code. Put \(a=v_0w_0\) and \(b=v_1w_1\), both \(\pm1\), for \(v,w\in T\). Then

\[
v\cdot w=a+b+ab=(1+a)(1+b)-1\in\{3,-1\}.
\]

Let \(A\) be a symmetry of the cube with \(Au\in T\), where \(u=(1,1,1)\). For \(w\in T\), the point \(Aw\) is a cube vertex. If it were in \(-T\), then \(Au\cdot(-Aw)=-u\cdot w\) would be \(-3\) or \(1\), which is impossible for two vertices of \(T\). So \(Aw\in T\).

Conversely, let \(Av\in T\). Then \(v\) is a cube vertex. If \(-v\in T\), the previous step gives \(-Av\in T\), and \(Av\cdot(-Av)=-3\) is again impossible. So \(v\in T\), and \(A\) is a symmetry of the tetrahedron. In the proof, `dot` holds the two allowed values, `iso` the invariance of scalar products, and `key` the first direction.

```lean
/-- A symmetry of the cube that sends the vertex (1, 1, 1) into the tetrahedron is a
symmetry of the tetrahedron. -/
theorem mem_tetrahedral_of_cube (A : O3) (hA : A ∈ symmetryGroup cube)
    (hu : A.1 *ᵥ (fun _ => 1) ∈ tetrahedron) : A ∈ symmetryGroup tetrahedron := by
  -- scalar products of tetrahedron vertices are 3 or -1
  have dot : ∀ v w : Fin 3 → ℝ, v ∈ tetrahedron → w ∈ tetrahedron →
      v ⬝ᵥ w = 3 ∨ v ⬝ᵥ w = -1 := by
    have third : ∀ v ∈ tetrahedron, v 2 = v 0 * v 1 := by
      rintro v ⟨hv, pv⟩
      rcases hv 0 with a | a <;> rcases hv 1 with b | b <;> rw [a, b] at pv ⊢ <;> linarith
    intro v w hv hw
    simp only [dotProduct, Fin.sum_univ_three]
    rw [third v hv, third w hw]
    rcases hv.1 0 with a | a <;> rcases hv.1 1 with b | b <;>
      rcases hw.1 0 with d | d <;> rcases hw.1 1 with e | e <;>
      rw [a, b, d, e] <;> norm_num
  -- an orthogonal matrix preserves scalar products
  have iso : ∀ v w : Fin 3 → ℝ, (A.1 *ᵥ v) ⬝ᵥ (A.1 *ᵥ w) = v ⬝ᵥ w := by
    intro v w
    have h := Matrix.mem_unitaryGroup_iff'.mp A.2
    rw [Matrix.star_eq_conjTranspose, Matrix.conjTranspose_eq_transpose_of_trivial] at h
    rw [Matrix.dotProduct_mulVec, ← Matrix.mulVec_transpose, Matrix.mulVec_mulVec, h,
      Matrix.one_mulVec]
  have one_mem : (fun _ => 1 : Fin 3 → ℝ) ∈ tetrahedron :=
    ⟨fun _ => Or.inl rfl, by norm_num⟩
  have key : ∀ w ∈ tetrahedron, A.1 *ᵥ w ∈ tetrahedron := by
    intro w hw
    rcases (mem_cube_iff _).mp ((hA w).mpr hw.1) with h | h
    · exact h
    · exfalso
      have h1 := dot _ _ hu h
      rw [dotProduct_neg, iso] at h1
      rcases h1 with h1 | h1 <;> rcases dot _ _ one_mem hw with h2 | h2 <;> linarith
  intro v
  refine ⟨fun h => ?_, key v⟩
  rcases (mem_cube_iff v).mp ((hA v).mp h.1) with hv | hv
  · exact hv
  · exfalso
    have h1 := key _ hv
    rw [Matrix.mulVec_neg] at h1
    have h2 := dot _ _ h h1
    rw [dotProduct_neg] at h2
    rcases h2 with h2 | h2 <;> rcases dot _ _ h h with h3 | h3 <;> linarith
```

It remains to compare the image of \(T_d\) with the group \(O\) of proper rotations of the cube, written `(symmetryGroup cube).subgroupOf SO3`.

- If \(R\in T_d\), then \(R\) preserves \(T\) and \(-T\), hence the cube. Its image is \(R\) or \(-R\), and both preserve the cube.
- If \(Q\in O\), then \(Qu\) lies in \(T\) or in \(-T\). In the first case \(Q\in T_d\), and \(Q\) is its own image. In the second case \(-Q\in T_d\), and its image is \(Q\).

The image is therefore exactly \(O\). Since \(u\in T\) and \(-u\notin T\), the inversion is not in \(T_d\), and the map is an isomorphism \(T_d\cong O\).

```lean
/-- The full tetrahedral group Td is isomorphic to the group O of proper rotations of the
cube, through R ↦ det(R) R. -/
theorem Td_equiv_O :
    ∃ e : symmetryGroup tetrahedron ≃* (symmetryGroup cube).subgroupOf SO3,
      ∀ g : symmetryGroup tetrahedron, (e g : SO3) = toRotation g := by
  have hinv : inversion ∈ symmetryGroup cube := by
    intro v
    change (-1 : M3) *ᵥ v ∈ cube ↔ v ∈ cube
    rw [Matrix.neg_mulVec, Matrix.one_mulVec, mem_cube_iff, mem_cube_iff, neg_neg, or_comm]
  have image : (symmetryGroup tetrahedron).map toRotation =
      (symmetryGroup cube).subgroupOf SO3 := by
    ext Q
    rw [Subgroup.mem_subgroupOf]
    constructor
    · rintro ⟨R, hR, rfl⟩
      have hc : R ∈ symmetryGroup cube := by
        intro v
        have hT : ∀ w, R.1 *ᵥ w ∈ tetrahedron ↔ w ∈ tetrahedron := hR
        rw [mem_cube_iff, mem_cube_iff, ← Matrix.mulVec_neg, hT v, hT (-v)]
      -- the image of R is R itself or R followed by the inversion
      rcases mul_self_eq_one_iff.mp (det_mul_self R) with d | d
      · have h : (toRotation R).1 = R := by
          apply Subtype.ext
          change R.1.det • R.1 = R.1
          rw [d, one_smul]
        rw [h]
        exact hc
      · have h : (toRotation R).1 = inversion * R := by
          apply Subtype.ext
          change R.1.det • R.1 = (-1 : M3) * R.1
          rw [d, neg_smul, one_smul, neg_one_mul]
        rw [h]
        exact Subgroup.mul_mem _ hinv hc
    · intro hQ
      have hu : (fun _ => 1 : Fin 3 → ℝ) ∈ cube := fun _ => Or.inl rfl
      rcases (mem_cube_iff _).mp ((hQ _).mpr hu) with h | h
      · exact ⟨Q.1, mem_tetrahedral_of_cube _ hQ h, toRotation_of_rotation Q⟩
      · refine ⟨inversion * Q.1, mem_tetrahedral_of_cube _
          (Subgroup.mul_mem _ hinv hQ) ?_, ?_⟩
        · change ((-1 : M3) * Q.1.1) *ᵥ (fun _ => 1) ∈ tetrahedron
          rw [neg_one_mul, Matrix.neg_mulVec]
          exact h
        · have hk : toRotation inversion = 1 := (mem_ker_iff inversion).mpr (Or.inr rfl)
          rw [map_mul, hk, one_mul, toRotation_of_rotation]
  rw [← image]
  refine equiv_image _ (inversion_notMem (v := fun _ => 1)
    ⟨fun _ => Or.inl rfl, by norm_num⟩ ?_)
  intro h
  have h2 : (-1 : ℝ) * -1 * -1 = 1 := h.2
  norm_num at h2

end

end ProperRotationPart
```

## A fourfold improper rotation worked by hand

The matrix

\[
R=\begin{pmatrix}0&1&0\\-1&0&0\\0&0&-1\end{pmatrix},\qquad \det R=-1,
\]

sends \((x,y,z)\) to \((y,-x,-z)\). This preserves \(xyz\), so \(R\) is in \(T_d\); it is an \(S_4\) operation. Its image

\[
-R=\begin{pmatrix}0&-1&0\\1&0&0\\0&0&1\end{pmatrix}
\]

is the rotation by \(90^\circ\) about the \(z\) axis. It sends \((1,1,1)\) to \((-1,1,1)\), which is outside the tetrahedron but still on the cube. Both matrices have the square \(\mathrm{diag}(-1,-1,1)\), as the product rule requires, since \(R^2\) is proper and is its own image.

Matching \(S_4\) with \(C_4\) in this way, and the diagonal mirrors with half turns, gives \(T_d\) and \(O\) the same table of characters. The assignment of orbitals to its rows can still differ for odd \(l\), because of the factor \((-1)^l\): a \(p\) shell at the origin belongs to \(T_2\) in \(T_d\), where \(S_4\) has trace \(-1\) on \((x,y,z)\), but to \(T_1\) in \(O\), where \(C_4\) has trace \(+1\).

```lean
#print axioms ProperRotationPart.Cnv_equiv_rotations
-- 'ProperRotationPart.Cnv_equiv_rotations' depends on axioms: [propext, Classical.choice, Quot.sound]
#print axioms ProperRotationPart.Td_equiv_O
-- 'ProperRotationPart.Td_equiv_O' depends on axioms: [propext, Classical.choice, Quot.sound]
```
